# For a classical harmonic mode with a positive quartic term, the series for the partition factor in the quartic constant brackets the exact value and diverges

The partition factor is modelled as an integral over one real coordinate x with an explicit Gaussian weight, and the terms of its series are defined by a closed formula, shown below to give the means of the Taylor terms. For a potential energy a q²/2 + b q⁴ with a, b > 0, put x = q √(a/(k_B T)). The potential energy divided by k_B T is then x²/2 + g x⁴, where the dimensionless g = b k_B T/a² is positive and grows with temperature.

In Lean 4 with Mathlib:

```lean
import Mathlib

open MeasureTheory Filter Finset
open scoped Nat Real

namespace QuarticPartitionFactor

noncomputable section
```

The harmonic part supplies the normalised weight

ρ(x) = exp(−x²/2) / √(2π).

```lean
/-- The probability density of a standard Gaussian coordinate. -/
def density (x : ℝ) : ℝ := Real.exp (-(1 / 2) * x ^ 2) / √(2 * π)
```

The partition factor is the ratio of the anharmonic to the harmonic configuration integral:

Z = ∫ exp(−g x⁴) ρ(x) dx.

```lean
/-- The anharmonic partition factor: the Gaussian mean of `exp (-g x⁴)`. -/
def partitionFactor (g : ℝ) : ℝ := ∫ x, Real.exp (-(g * x ^ 4)) * density x
```

The term of order n is

t_n = (−g)ⁿ (4n)! / (4ⁿ n! (2n)!).

```lean
/-- The term of order `n` in the expansion in powers of the quartic constant `g`. -/
def seriesTerm (g : ℝ) (n : ℕ) : ℝ :=
  (-g) ^ n * (4 * n)! / (4 ^ n * n ! * (2 * n)!)
```

S_N contains N terms, of orders 0 to N − 1, so S_0 = 0.

```lean
/-- The sum of the first `N` terms, of orders `0` to `N - 1`. -/
def partialSum (g : ℝ) (N : ℕ) : ℝ := ∑ n ∈ range N, seriesTerm g n
```

The Boltzmann factor has the corresponding Taylor sums

T_N(y) = Σ_{n<N} (−y)ⁿ/n!, with y = g x⁴.

```lean
/-- The first `N` terms of the Taylor series of `exp (-y)`. -/
def taylorExp (N : ℕ) (y : ℝ) : ℝ := ∑ n ∈ range N, (-y) ^ n / n !
```

## Gaussian moments

The Gaussian decay makes x^k ρ integrable for every natural number k.

```lean
/-- Every natural-number power of the coordinate has a finite Gaussian mean. -/
theorem integrable_moment (k : ℕ) : Integrable fun x : ℝ => x ^ k * density x := by
  have hk : (-1 : ℝ) < k := by
    have := Nat.cast_nonneg (α := ℝ) k
    linarith
  have h := (integrable_rpow_mul_exp_neg_mul_sq (b := 1 / 2) (by norm_num) hk).div_const
    (√(2 * π))
  simpa only [density, mul_div_assoc, Real.rpow_natCast] using h
```

Since ρ′ = −xρ,

(x^(k+1) ρ)′ = (k+1) x^k ρ − x^(k+2) ρ.

The left side integrates to zero, because the function and its derivative are both integrable. Writing M_k for the mean of x^k, this gives M_(k+2) = (k+1) M_k, which is `step` in the code. Starting from M_0 = 1, induction yields

M_(2k) = (2k)! / (2^k k!).

```lean
/-- The Gaussian mean of `x ^ (2k)` is `(2k)! / (2^k k!)`. -/
theorem gaussian_moment (k : ℕ) :
    ∫ x : ℝ, x ^ (2 * k) * density x = (2 * k)! / (2 ^ k * k !) := by
  -- integration by parts lowers the power by two
  have step (k : ℕ) : ∫ x : ℝ, x ^ (k + 2) * density x
      = ((k : ℝ) + 1) * ∫ x : ℝ, x ^ k * density x := by
    have hd (x : ℝ) : HasDerivAt density (-x * density x) x := by
      have h2 : HasDerivAt (fun y : ℝ => y ^ 2) (2 * x) x := by
        simpa using hasDerivAt_pow 2 x
      exact ((h2.const_mul (-(1 / 2 : ℝ))).exp.div_const (√(2 * π))).congr_deriv
        (by unfold density; ring)
    have hp (x : ℝ) : HasDerivAt (fun y : ℝ => y ^ (k + 1)) (((k : ℝ) + 1) * x ^ k) x := by
      simpa using hasDerivAt_pow (k + 1) x
    have h : ∫ x : ℝ, (((k : ℝ) + 1) * (x ^ k * density x) - x ^ (k + 2) * density x) = 0 :=
      integral_eq_zero_of_hasDerivAt_of_integrable
        (f := fun x : ℝ => x ^ (k + 1) * density x)
        (fun x => ((hp x).fun_mul (hd x)).congr_deriv (by ring))
        (((integrable_moment k).const_mul _).sub (integrable_moment (k + 2)))
        (integrable_moment (k + 1))
    rw [integral_sub ((integrable_moment k).const_mul _) (integrable_moment (k + 2)),
      integral_const_mul] at h
    linarith
  induction k with
  | zero =>
    have h1 : ∫ x, density x = 1 := by
      unfold density
      rw [integral_div, integral_gaussian, show π / (1 / 2) = 2 * π by ring,
        div_self (by positivity)]
    simpa using h1
  | succ k ih =>
    have hf : ((2 * k + 2)! : ℝ) = (2 * k + 2) * (2 * k + 1) * (2 * k)! := by
      rw [show 2 * k + 2 = (2 * k + 1) + 1 from rfl, Nat.factorial_succ, Nat.factorial_succ]
      push_cast
      ring
    rw [show 2 * (k + 1) = 2 * k + 2 by ring, step, ih, hf, Nat.factorial_succ k, pow_succ]
    push_cast
    field_simp
```

## The sign of the error

Let R_N(y) = (−1)^N (exp(−y) − T_N(y)). Then R_0 = exp(−y) > 0. Because T_(N+1)′ = −T_N,

R_(N+1)′ = R_N and R_(N+1)(0) = 0.

If R_N is positive for y > 0, then R_(N+1) increases strictly from zero and is positive too. In the code, `ht` and `hd` are the two derivatives, and `strictMonoOn_of_deriv_pos` gives the increase.

```lean
/-- For `y > 0` the Taylor sums of `exp (-y)` lie alternately below and above it. -/
theorem exp_remainder_pos (N : ℕ) {y : ℝ} (hy : 0 < y) :
    0 < (-1) ^ N * (Real.exp (-y) - taylorExp N y) := by
  have ht (N : ℕ) (z : ℝ) : HasDerivAt (taylorExp (N + 1)) (-taylorExp N z) z := by
    unfold taylorExp
    induction N with
    | zero => simpa using hasDerivAt_const z (1 : ℝ)
    | succ N ih =>
      have hp : HasDerivAt (fun y : ℝ => y ^ (N + 1)) (((N : ℝ) + 1) * (-z) ^ N) (-z) := by
        simpa using hasDerivAt_pow (N + 1) (-z)
      have hq := (hp.comp z (hasDerivAt_neg' z)).div_const ((N + 1)! : ℝ)
      simp only [sum_range_succ _ (N + 1)]
      refine (ih.fun_add hq).congr_deriv ?_
      rw [sum_range_succ, Nat.factorial_succ]
      push_cast
      field_simp
      ring
  induction N generalizing y with
  | zero => simpa [taylorExp] using Real.exp_pos (-y)
  | succ N ih =>
    -- each remainder vanishes at 0 and has the previous one as its derivative
    have hd (z : ℝ) : HasDerivAt
        (fun z => (-1) ^ (N + 1) * (Real.exp (-z) - taylorExp (N + 1) z))
        ((-1) ^ N * (Real.exp (-z) - taylorExp N z)) z :=
      (((hasDerivAt_neg' z).exp.fun_sub (ht N z)).const_mul _).congr_deriv
        (by rw [pow_succ]; ring)
    have hm := strictMonoOn_of_deriv_pos (convex_Ici (0 : ℝ))
      (fun z _ => (hd z).continuousAt.continuousWithinAt)
      (fun z hz => by rw [(hd z).deriv]; exact ih (by simpa using hz))
    have h := hm (Set.mem_Ici.2 le_rfl) (Set.mem_Ici.2 hy.le) hy
    have h0 : taylorExp (N + 1) 0 = 1 := by simp [taylorExp, sum_range_succ']
    simp only [h0, neg_zero, Real.exp_zero, sub_self, mul_zero] at h
    exact h
```

The Taylor term of order n has the mean

(−g)ⁿ/n! · M_(4n) = (−g)ⁿ (4n)! / (n! 2^(2n) (2n)!) = t_n.

```lean
/-- Each term of the series is the Gaussian mean, which is finite, of the Taylor term of the
same order of `exp (-g x⁴)`. -/
theorem seriesTerm_eq_mean (g : ℝ) (n : ℕ) :
    Integrable (fun x : ℝ => (-(g * x ^ 4)) ^ n / n ! * density x) ∧
      ∫ x : ℝ, (-(g * x ^ 4)) ^ n / n ! * density x = seriesTerm g n := by
  have h (x : ℝ) : (-(g * x ^ 4)) ^ n / n ! * density x
      = (-g) ^ n / n ! * (x ^ (2 * (2 * n)) * density x) := by
    rw [show -(g * x ^ 4) = (-g) * x ^ 4 by ring, mul_pow, ← pow_mul,
      show 4 * n = 2 * (2 * n) by ring]
    ring
  simp only [h]
  refine ⟨(integrable_moment _).const_mul _, ?_⟩
  rw [integral_const_mul, gaussian_moment, seriesTerm, show 2 * (2 * n) = 4 * n by ring,
    show (2 : ℝ) ^ (2 * n) = 4 ^ n by rw [pow_mul]; norm_num]
  field_simp
```

Summing finitely many means gives

(−1)^N (Z − S_N) = ∫ R_N(g x⁴) ρ(x) dx > 0.

The strict inequality needs care, since for N ≥ 1 the integrand vanishes at x = 0. Mathlib's `integral_pos_iff_support_of_nonneg_ae` handles this: an integrable function that is nonnegative almost everywhere has a positive integral exactly when the set where it is nonzero has positive measure. The single point x = 0 has measure zero, and the half-line x > 0 lies in that set.

```lean
/-- For `g > 0` the deviation of the partition factor from its `N`-term sum has the
sign `(-1)^N`. -/
theorem signed_error_pos {g : ℝ} (hg : 0 < g) (N : ℕ) :
    0 < (-1) ^ N * (partitionFactor g - partialSum g N) := by
  have hρ (x : ℝ) : 0 < density x := by unfold density; positivity
  have hE : Integrable fun x : ℝ => Real.exp (-(g * x ^ 4)) * density x := by
    refine Integrable.mono' (g := density) (by simpa using integrable_moment 0)
      (Continuous.aestronglyMeasurable (by unfold density; fun_prop))
      (ae_of_all _ fun x => ?_)
    rw [Real.norm_of_nonneg (mul_nonneg (Real.exp_pos _).le (hρ x).le)]
    have : 0 ≤ g * x ^ 4 := by positivity
    exact mul_le_of_le_one_left (hρ x).le (Real.exp_le_one_iff.2 (by linarith))
  have hT : Integrable fun x : ℝ => taylorExp N (g * x ^ 4) * density x := by
    simp only [taylorExp, sum_mul]
    exact integrable_finsetSum _ fun n _ => (seriesTerm_eq_mean g n).1
  have hS : ∫ x : ℝ, taylorExp N (g * x ^ 4) * density x = partialSum g N := by
    simp only [taylorExp, sum_mul]
    rw [integral_finsetSum _ fun n _ => (seriesTerm_eq_mean g n).1]
    exact sum_congr rfl fun n _ => (seriesTerm_eq_mean g n).2
  -- the error is the mean of a remainder of fixed sign
  rw [partitionFactor, ← hS, ← integral_sub hE hT, ← integral_const_mul]
  have hpos (x : ℝ) (hx : x ≠ 0) : 0 < (-1) ^ N *
      (Real.exp (-(g * x ^ 4)) * density x - taylorExp N (g * x ^ 4) * density x) := by
    have h := mul_pos (exp_remainder_pos N (show 0 < g * x ^ 4 by positivity)) (hρ x)
    linarith
  refine (integral_pos_iff_support_of_nonneg_ae ?_ ((hE.sub hT).const_mul _)).2 ?_
  · filter_upwards [compl_mem_ae_iff.2 (measure_singleton (0 : ℝ))] with x hx
    exact (hpos x hx).le
  · exact lt_of_lt_of_le (by simp : 0 < volume (Set.Ioi (0 : ℝ)))
      (measure_mono fun x hx => (hpos x (ne_of_gt hx)).ne')
```

## When another term makes the sum worse

Write E_N = |Z − S_N|. Consecutive errors have opposite signs and S_(N+1) − S_N = t_N, so

E_N + E_(N+1) = |t_N|.

```lean
/-- For `g > 0` the errors before and after adding a term sum to the magnitude of that term. -/
theorem consecutive_errors {g : ℝ} (hg : 0 < g) (N : ℕ) :
    |partitionFactor g - partialSum g N| + |partitionFactor g - partialSum g (N + 1)|
      = |seriesTerm g N| := by
  have habs (M : ℕ) (a : ℝ) (h : 0 < (-1) ^ M * a) : |a| = (-1) ^ M * a := by
    rw [← abs_of_pos h, abs_mul, abs_pow, abs_neg, abs_one, one_pow, one_mul]
  have h1 := signed_error_pos hg N
  have h2 := signed_error_pos hg (N + 1)
  have hsum : (-1) ^ N * (partitionFactor g - partialSum g N)
      + (-1) ^ (N + 1) * (partitionFactor g - partialSum g (N + 1))
      = (-1) ^ N * seriesTerm g N := by
    simp only [partialSum, sum_range_succ, pow_succ]
    ring
  rw [habs N _ h1, habs (N + 1) _ h2, hsum, habs N _ (by rw [← hsum]; exact add_pos h1 h2)]
```

Cancelling factorials gives the ratio of successive terms:

t_(n+1)/t_n = −g (4n+4)(4n+3)(4n+2)(4n+1) / (4(n+1)(2n+2)(2n+1))
= −g (4n+1)(4n+3)/(n+1).

The code states this as a formula for t_(n+1) in terms of t_n, which also holds at g = 0.

```lean
/-- The term of order `n+1` is the term of order `n` times `-g (4n+1)(4n+3)/(n+1)`. -/
theorem seriesTerm_succ (g : ℝ) (n : ℕ) :
    seriesTerm g (n + 1) = -(g * (4 * n + 1) * (4 * n + 3) / (n + 1)) * seriesTerm g n := by
  unfold seriesTerm
  rw [show 4 * (n + 1) = 4 * n + 1 + 1 + 1 + 1 by ring, show 2 * (n + 1) = 2 * n + 1 + 1 by ring]
  simp only [Nat.factorial_succ, pow_succ]
  push_cast
  field_simp
  ring
```

Suppose this ratio has magnitude at least 2. Since E_n > 0, we have E_(n+1) < |t_n|, and therefore

E_(n+2) = |t_(n+1)| − E_(n+1) > 2|t_n| − |t_n| = |t_n|.

For g = 0.1 the first terms are 1, −0.3, 0.525 and −1.7325, so

S_1 = 1, S_2 = 0.7, S_3 = 1.225, S_4 = −0.5075.

Hence 0.7 < Z < 1. At n = 2 the ratio has magnitude 3.3, so E_3 < 0.525 < E_4. The fourth term has made the estimate of a positive quantity negative.

```lean
/-- If `g > 0` and `g (4n+1)(4n+3) ≥ 2(n+1)`, the next term has at least twice the magnitude of term
`n`, whose magnitude lies between the errors after `n+1` and after `n+2` terms. -/
theorem error_grows {g : ℝ} (hg : 0 < g) {n : ℕ}
    (hn : 2 * ((n : ℝ) + 1) ≤ g * (4 * n + 1) * (4 * n + 3)) :
    2 * |seriesTerm g n| ≤ |seriesTerm g (n + 1)| ∧
    |partitionFactor g - partialSum g (n + 1)| < |seriesTerm g n| ∧
    |seriesTerm g n| < |partitionFactor g - partialSum g (n + 2)| := by
  have hd : 2 * |seriesTerm g n| ≤ |seriesTerm g (n + 1)| := by
    have hr : 2 ≤ g * (4 * n + 1) * (4 * n + 3) / ((n : ℝ) + 1) :=
      (le_div_iff₀ (by positivity)).2 hn
    rw [seriesTerm_succ, abs_mul, abs_neg]
    exact mul_le_mul_of_nonneg_right (hr.trans (le_abs_self _)) (abs_nonneg _)
  have h0 : 0 < |partitionFactor g - partialSum g n| :=
    abs_pos.2 (right_ne_zero_of_mul (signed_error_pos hg n).ne')
  have h1 := consecutive_errors hg n
  have h2 : |partitionFactor g - partialSum g (n + 1)|
    + |partitionFactor g - partialSum g (n + 2)| = _ := consecutive_errors hg (n + 1)
  exact ⟨hd, by linarith, by linarith⟩
```

## Divergence at every positive g

Choose an integer n₀ ≥ 1/g. For n ≥ n₀ we have gn ≥ 1, so

g(4n+1)(4n+3) ≥ 16gn(n+1) ≥ 2(n+1).

The terms therefore at least double from order n₀ on:

|t_(n₀+k)| ≥ 2^k |t_(n₀)| → ∞.

The error bounds of the previous section give E_(n+1) < |t_n| < E_(n+2) for these n, and E_(n+2) > |t_n| sends the error to infinity.

The theorem assumes only `0 < g`. Its four parts say that sums with an even number of terms lie below Z and those with an odd number above; that |t_n| tends to infinity; that from some `N₀`, which may depend on g, each further term strictly increases the error; and that the error tends to infinity. It does not identify the best truncation order.

For thermochemistry, this means that high-order expansion in the quartic constant eventually fails for a single classical mode whose potential is a positive quadratic term plus a positive quartic term, however small the quartic constant. Quantum vibrational levels are not treated here.

```lean
/-- For `g > 0` the partial sums lie alternately below and above the partition factor, the term
magnitudes tend to infinity, and from some order on each further term increases the error,
which tends to infinity. -/
theorem anharmonic_series_diverges {g : ℝ} (hg : 0 < g) :
    (∀ m, partialSum g (2 * m) < partitionFactor g ∧
      partitionFactor g < partialSum g (2 * m + 1)) ∧
    Tendsto (fun n => |seriesTerm g n|) atTop atTop ∧
    (∃ N₀, ∀ N ≥ N₀, |partitionFactor g - partialSum g N|
      < |partitionFactor g - partialSum g (N + 1)|) ∧
    Tendsto (fun N => |partitionFactor g - partialSum g N|) atTop atTop := by
  obtain ⟨n₀, hn₀⟩ := exists_nat_ge (1 / g)
  -- from order n₀ on, the growth condition of `error_grows` holds
  have hbig (n : ℕ) (hn : n₀ ≤ n) :
      2 * ((n : ℝ) + 1) ≤ g * (4 * n + 1) * (4 * n + 3) := by
    have h1 : (1 : ℝ) / g ≤ n := hn₀.trans (by exact_mod_cast hn)
    have h2 : 1 ≤ (n : ℝ) * g := (div_le_iff₀ hg).1 h1
    have h3 : (0 : ℝ) ≤ n := Nat.cast_nonneg n
    nlinarith [mul_nonneg (sub_nonneg.2 h2) (by linarith : (0 : ℝ) ≤ n + 1)]
  have hgrow (n : ℕ) (hn : n₀ ≤ n) := error_grows hg (hbig n hn)
  have hpos : 0 < |seriesTerm g n₀| := (abs_nonneg _).trans_lt (hgrow n₀ le_rfl).2.1
  have hgeo (k : ℕ) : 2 ^ k * |seriesTerm g n₀| ≤ |seriesTerm g (k + n₀)| := by
    induction k with
    | zero => simp
    | succ k ih =>
      have h := (hgrow (k + n₀) (by omega)).1
      rw [show k + 1 + n₀ = k + n₀ + 1 by ring, pow_succ]
      linarith
  have hT : Tendsto (fun n => |seriesTerm g n|) atTop atTop :=
    (tendsto_add_atTop_iff_nat n₀).1 (tendsto_atTop_mono hgeo
      ((tendsto_pow_atTop_atTop_of_one_lt (one_lt_two : (1 : ℝ) < 2)).atTop_mul_const hpos))
  refine ⟨fun m => ?_, hT, ⟨n₀ + 1, fun N hN => ?_⟩, ?_⟩
  · have h1 := signed_error_pos hg (2 * m)
    have h2 := signed_error_pos hg (2 * m + 1)
    rw [pow_mul, neg_one_sq, one_pow] at h1
    rw [pow_succ, pow_mul, neg_one_sq, one_pow] at h2
    constructor <;> linarith
  · obtain ⟨n, rfl⟩ : ∃ n, N = n + 1 := ⟨N - 1, by omega⟩
    have h := hgrow n (by omega)
    exact h.2.1.trans h.2.2
  · exact (tendsto_add_atTop_iff_nat 2).1 (tendsto_atTop_mono' atTop
      (eventually_atTop.2 ⟨n₀, fun n hn => (hgrow n hn).2.2.le⟩) hT)

end

end QuarticPartitionFactor
```

```lean
#print axioms QuarticPartitionFactor.anharmonic_series_diverges
-- 'QuarticPartitionFactor.anharmonic_series_diverges' depends on axioms: [propext, Classical.choice, Quot.sound]
```
